# A polynomial evaluated at a block-triangular matrix returns its own first-order response

The derivative of the matrix-valued function $s \mapsto p(H+sV)$ is taken here entry by entry, as a table of ordinary complex derivatives, so no matrix norm has to be chosen. With that reading, evaluating a polynomial $p$ at the matrix with blocks $H, V$ above $0, H$ gives $p(H)$ in both diagonal blocks and the derivative at $s=0$ in the upper-right block.

```lean
import Mathlib

open Polynomial Matrix

namespace BlockTriangularDerivative

noncomputable section

variable {n : Type*} [Fintype n] [DecidableEq n]

/-- The doubled matrix `[[H, V], [0, H]]` built from a Hamiltonian `H` and a perturbation `V`. -/
def blockLift (H V : Matrix n n ℂ) : Matrix (n ⊕ n) (n ⊕ n) ℂ :=
  Matrix.fromBlocks H V 0 H

/-- The first-order response of `p(H)` to the perturbation `V`: the entrywise derivative of
`p(H + sV)` at `s = 0`. -/
def response (p : ℂ[X]) (H V : Matrix n n ℂ) : Matrix n n ℂ :=
  Matrix.of fun i j => deriv (fun s : ℂ => (aeval (H + s • V) p) i j) 0

/-- Some matrix `D` is at once the upper-right block of `p` at the doubled matrix and the
entrywise derivative of `p(H + sV)` at `s = 0`. -/
theorem exists_block_derivative (p : ℂ[X]) (H V : Matrix n n ℂ) :
    ∃ D : Matrix n n ℂ,
      aeval (blockLift H V) p = Matrix.fromBlocks (aeval H p) D 0 (aeval H p) ∧
      ∀ i j, HasDerivAt (fun s : ℂ => (aeval (H + s • V) p) i j) (D i j) 0 := by
  refine Polynomial.induction_on p ?_ ?_ ?_
  · intro a
    refine ⟨0, ?_, fun i j => ?_⟩
    · simp only [aeval_C, Algebra.algebraMap_eq_smul_one]
      rw [← Matrix.fromBlocks_one, Matrix.fromBlocks_smul, smul_zero]
    · simp only [aeval_C]
      exact hasDerivAt_const _ _
  · rintro p q ⟨D, hD, hD'⟩ ⟨E, hE, hE'⟩
    refine ⟨D + E, ?_, fun i j => ?_⟩
    · rw [map_add, map_add, hD, hE, Matrix.fromBlocks_add, add_zero]
    · simp only [map_add, Matrix.add_apply]
      exact (hD' i j).fun_add (hE' i j)
  · intro k a ih
    rw [pow_succ, ← mul_assoc]
    generalize C a * X ^ k = q at ih ⊢
    obtain ⟨D, hD, hD'⟩ := ih
    -- one more factor of the matrix: block multiplication reproduces the product rule
    refine ⟨aeval H q * V + D * H, ?_, fun i j => ?_⟩
    · simp only [map_mul, aeval_X]
      rw [hD, blockLift, Matrix.fromBlocks_multiply]
      simp
    · simp only [map_mul, aeval_X, Matrix.mul_apply, Matrix.add_apply, Matrix.smul_apply,
        smul_eq_mul]
      have hlin : ∀ l, HasDerivAt (fun s : ℂ => H l j + s * V l j) (V l j) 0 := fun l => by
        simpa using ((hasDerivAt_id (0 : ℂ)).mul_const (V l j)).const_add (H l j)
      refine (HasDerivAt.fun_sum fun l _ => (hD' i l).fun_mul (hlin l)).congr_deriv ?_
      simp only [zero_smul, add_zero, zero_mul, Finset.sum_add_distrib]
      exact add_comm _ _

/-- Every entry of `p(H + sV)` is differentiable at `s = 0`, with the response as derivative. -/
theorem hasDerivAt_response (p : ℂ[X]) (H V : Matrix n n ℂ) (i j : n) :
    HasDerivAt (fun s : ℂ => (aeval (H + s • V) p) i j) (response p H V i j) 0 := by
  obtain ⟨D, _, h⟩ := exists_block_derivative p H V
  exact (h i j).differentiableAt.hasDerivAt

/-- Evaluating a polynomial at `[[H, V], [0, H]]` gives `p(H)` in both diagonal blocks and the
derivative of `p(H + sV)` at `s = 0` in the upper-right block. -/
theorem aeval_blockLift (p : ℂ[X]) (H V : Matrix n n ℂ) :
    aeval (blockLift H V) p =
      Matrix.fromBlocks (aeval H p) (response p H V) 0 (aeval H p) := by
  obtain ⟨D, hD, h⟩ := exists_block_derivative p H V
  have hR : response p H V = D := by
    ext i j
    exact (h i j).deriv
  rw [hR, hD]

/-- The response of a product of two matrix polynomials obeys the Leibniz rule, with the order
of the factors kept. -/
theorem response_mul (p q : ℂ[X]) (H V : Matrix n n ℂ) :
    response (p * q) H V =
      aeval H p * response q H V + response p H V * aeval H q := by
  have h := aeval_blockLift (p * q) H V
  rw [map_mul, aeval_blockLift p, aeval_blockLift q, Matrix.fromBlocks_multiply] at h
  have h12 := congrArg Matrix.toBlocks₁₂ h
  simp only [Matrix.toBlocks_fromBlocks₁₂] at h12
  exact h12.symm

/-- The commutator of `H` with the response of `p(H)` equals the commutator of `p(H)`
with the perturbation. -/
theorem response_commutator (p : ℂ[X]) (H V : Matrix n n ℂ) :
    H * response p H V - response p H V * H = aeval H p * V - V * aeval H p := by
  -- the doubled matrix commutes with every polynomial in itself
  have h := congrArg (aeval (blockLift H V)) (mul_comm p X)
  simp only [map_mul, aeval_X] at h
  rw [aeval_blockLift] at h
  simp only [blockLift, Matrix.fromBlocks_multiply] at h
  have h12 := congrArg Matrix.toBlocks₁₂ h
  simp only [Matrix.toBlocks_fromBlocks₁₂] at h12
  rw [sub_eq_sub_iff_add_eq_add]
  exact h12.symm

/-- A polynomial of a diagonal Hamiltonian acts on each level energy separately. -/
theorem aeval_diagonal (p : ℂ[X]) (e : n → ℂ) :
    aeval (Matrix.diagonal e) p = Matrix.diagonal fun i => p.eval (e i) := by
  refine Polynomial.induction_on' p ?_ ?_
  · intro p q hp hq
    rw [map_add, hp, hq, Matrix.diagonal_add]
    simp only [eval_add]
  · intro k a
    simp only [aeval_monomial, Algebra.algebraMap_eq_smul_one, smul_mul_assoc, one_mul,
      Matrix.diagonal_pow, eval_monomial]
    ext i j
    by_cases h : i = j
    · subst h
      simp
    · simp [h]

/-- In the eigenbasis of `H`, the response between two levels of different energy is the
divided difference of `p` times the matrix element of the perturbation. -/
theorem response_sum_over_states (p : ℂ[X]) (e : n → ℂ) (V : Matrix n n ℂ) {i j : n}
    (hij : e i ≠ e j) :
    response p (Matrix.diagonal e) V i j =
      (p.eval (e i) - p.eval (e j)) / (e i - e j) * V i j := by
  have h := congrFun (congrFun (response_commutator p (Matrix.diagonal e) V) i) j
  rw [aeval_diagonal] at h
  simp only [Matrix.sub_apply, Matrix.diagonal_mul, Matrix.mul_diagonal] at h
  rw [div_mul_eq_mul_div, eq_div_iff (sub_ne_zero.2 hij)]
  linear_combination h

/-- For an observable `W` commuting with `H`, the derivative of `tr(W p(H + sV))` at `s = 0`
is `tr(W p'(H) V)`. -/
theorem hasDerivAt_trace (p : ℂ[X]) (H V W : Matrix n n ℂ) (hW : W * H = H * W) :
    HasDerivAt (fun s : ℂ => (W * aeval (H + s • V) p).trace)
      (W * aeval H (derivative p) * V).trace 0 := by
  have key : ∀ q : ℂ[X], response q H V = (aeval (blockLift H V) q).toBlocks₁₂ := fun q => by
    rw [aeval_blockLift, Matrix.toBlocks_fromBlocks₁₂]
  have hX : response X H V = V := by
    rw [key, aeval_X, blockLift, Matrix.toBlocks_fromBlocks₁₂]
  have main : ∀ W : Matrix n n ℂ, W * H = H * W →
      (W * response p H V).trace = (W * aeval H (derivative p) * V).trace := by
    refine Polynomial.induction_on p ?_ ?_ ?_
    · intro a W _
      have hC : response (C a) H V = 0 := by
        ext i j
        simp [response]
      simp [hC]
    · intro p q hp hq W hW
      have hadd : response (p + q) H V = response p H V + response q H V := by
        rw [key (p + q), key p, key q, map_add]
        rfl
      rw [hadd, mul_add, Matrix.trace_add, hp W hW, hq W hW, derivative_add, map_add,
        mul_add, add_mul, Matrix.trace_add]
    · intro k a ih
      rw [pow_succ, ← mul_assoc]
      generalize C a * X ^ k = q at ih ⊢
      intro W hW
      have h1 := ih (H * W) (by rw [mul_assoc, hW])
      have hc := congrArg (aeval H) (mul_comm (derivative q) X)
      simp only [map_mul, aeval_X] at hc
      have hd : H * W * aeval H (derivative q) = W * (aeval H (derivative q) * H) := by
        rw [hc, ← mul_assoc, hW]
      -- cyclicity of the trace moves the last factor `H` to the front
      have h2 : (W * (response q H V * H)).trace = (H * W * response q H V).trace := by
        rw [← mul_assoc, Matrix.trace_mul_comm, ← mul_assoc]
      rw [response_mul, hX, aeval_X, mul_add, Matrix.trace_add, h2, h1, hd, derivative_mul,
        derivative_X, mul_one, map_add, map_mul, aeval_X, mul_add, add_mul, Matrix.trace_add,
        ← mul_assoc W (aeval H q) V, add_comm]
  rw [← main W hW]
  simp only [Matrix.trace, Matrix.diag_apply, Matrix.mul_apply]
  exact HasDerivAt.fun_sum fun i _ => HasDerivAt.fun_sum fun k _ =>
    (hasDerivAt_response p H V k i).const_mul (W i k)

end

end BlockTriangularDerivative
```

```lean
#print axioms BlockTriangularDerivative.response_mul
#print axioms BlockTriangularDerivative.response_sum_over_states
#print axioms BlockTriangularDerivative.hasDerivAt_trace
```

```
'BlockTriangularDerivative.response_mul' depends on axioms: [propext, Classical.choice, Quot.sound]
'BlockTriangularDerivative.response_sum_over_states' depends on axioms: [propext, Classical.choice, Quot.sound]
'BlockTriangularDerivative.hasDerivAt_trace' depends on axioms: [propext, Classical.choice, Quot.sound]
```

## The doubled matrix and the derivative it carries

Let $H$ and $V$ be square complex matrices of the same finite size, and let $p$ be a polynomial with complex coefficients. Write

$$
M = \begin{pmatrix} H & V \\ 0 & H \end{pmatrix}, \qquad
D_p = \left.\frac{d}{ds}\, p(H+sV)\right|_{s=0}.
$$

The central theorem, `aeval_blockLift`, says that

$$
p(M) = \begin{pmatrix} p(H) & D_p \\ 0 & p(H) \end{pmatrix}.
$$

In the file, $M$ is `blockLift H V`. Its rows and columns are labelled by `n ⊕ n`, two copies of the original index set `n`. The matrix $D_p$ is `response p H V`, and $p(H)$ is `aeval H p`, in which a constant term $a$ becomes $a$ times the identity matrix.

Lean's `deriv` returns zero for a function that has no derivative, so the definition of `response` alone would not show that the response is a true derivative. The theorem `hasDerivAt_response` settles this: every entry of $p(H+sV)$ is differentiable at $s=0$, and the entry of `response` is its derivative.

Neither $H$ nor $V$ is assumed Hermitian, and the parameter $s$ is complex. For a Hermitian Hamiltonian and a real field strength, the derivative along the real axis has the same value. For $1\times 1$ matrices $h$ and $v$, the upper-right entry is simply $p'(h)\,v$. For larger matrices $H$ and $V$ need not commute, and $D_p$ is in general not $p'(H)V$.

## What this means for density-matrix purification

Purification methods build a one-particle density matrix from a Hamiltonian by matrix multiplication and addition. A typical step replaces $P$ by $3P^2-2P^3$, starting from a linear function of $H$ whose eigenvalues lie between 0 and 1, above 1/2 for the occupied levels and below 1/2 for the empty ones. A fixed, finite number of such steps is one polynomial $p$ in $H$. The same steps with the same coefficients, applied to $M$, therefore return both the approximate density matrix $p(H)$ and its exact first-order response to $V$, for a finite matrix and a prescribed perturbation that is linear in $s$.

Several conditions are contained in that sentence:

- The coefficients of $p$ do not depend on $s$. If a chemical potential or a choice of purification step is adjusted as the perturbation is turned on, the response of that adjustment is not included.
- $V$ is given. In a self-consistent calculation it would have to contain the induced change of the mean field, which is not computed here.
- The basis is orthonormal and fixed, since no overlap matrix appears.
- The steps are polynomial operations, the only ones the theorem covers. When $V\neq 0$, the matrix $M$ is not Hermitian, so a routine that symmetrises its input, or reads one triangle and fills in the other by Hermitian symmetry, works on a different matrix from $M$.

The response obtained is that of the polynomial $p(H)$. How closely it approximates the response of an exact spectral projector is a separate question of convergence.

## Block multiplication is the product rule

For a constant polynomial the claim is immediate: $p(M)$ is a multiple of the identity, its upper-right block is zero, and the derivative of a constant is zero. If the claim holds for two polynomials, it holds for their sum, because both blocks and derivatives add.

It remains to multiply by one more factor of the variable. Suppose the claim holds for $q$. Then

$$
q(M)\,M =
\begin{pmatrix} q(H) & D_q \\ 0 & q(H) \end{pmatrix}
\begin{pmatrix} H & V \\ 0 & H \end{pmatrix}
=
\begin{pmatrix} q(H)H & q(H)V + D_q H \\ 0 & q(H)H \end{pmatrix}.
$$

On the other side, the product rule gives

$$
\left.\frac{d}{ds}\, q(H+sV)(H+sV)\right|_{s=0} = D_q H + q(H)V .
$$

The two expressions agree. Starting from constants and multiplying repeatedly gives every monomial, and sums of monomials give every polynomial. For $p(x)=x^k$ with $k \ge 1$, the recursion unrolls to $D_p=\sum_{a=0}^{k-1}H^aVH^{k-1-a}$, with $V$ standing in each possible position.

The lemma `exists_block_derivative` follows this argument. It produces a single matrix `D` with two properties at once: it is the upper-right block of $p(M)$, and its entries are the derivatives of the entries of $p(H+sV)$. Carrying both properties through one induction means that the algebraic and the analytic recursion never have to be solved separately.

In the multiplication step, the new matrix is given explicitly as `aeval H q * V + D * H`. `Matrix.fromBlocks_multiply` verifies the block property. For the derivative property, each matrix entry is written as a finite sum of products, `hlin` differentiates the linear factor $H_{lj}+sV_{lj}$, and the scalar product rule is applied term by term. The closing `add_comm` puts the two contributions in the same order. Since a derivative is unique, `D` must equal `response p H V`, and `aeval_blockLift` follows.

## Leibniz rule, commutator and sum over states

Further identities come from reading the upper-right block of an equation between doubled matrices. For two polynomials, $(pq)(M)=p(M)q(M)$ gives

$$
D_{pq} = p(H)D_q + D_p\,q(H),
$$

which is `response_mul`. The order of the factors matters, because $D_p$ and $q(H)$ need not commute.

Next, $M$ commutes with $p(M)$. The upper-right blocks of $Mp(M)$ and $p(M)M$ are

$$
HD_p + Vp(H) = p(H)V + D_pH,
$$

and rearranging gives `response_commutator`:

$$
HD_p-D_pH = p(H)V-Vp(H).
$$

In Lean, the commutation is obtained by applying `aeval (blockLift H V)` to the polynomial identity $pX=Xp$, where $X$ is the polynomial variable. `Matrix.toBlocks₁₂` then extracts the upper-right block.

Now let $H$ be diagonal with level energies $e_i$. The lemma `aeval_diagonal` shows that $p(H)$ is diagonal with entries $p(e_i)$. The $(i,j)$ entry of the commutator identity becomes

$$
(e_i-e_j)(D_p)_{ij} = \bigl(p(e_i)-p(e_j)\bigr)V_{ij}.
$$

If $e_i\neq e_j$, division gives `response_sum_over_states`:

$$
(D_p)_{ij} = \frac{p(e_i)-p(e_j)}{e_i-e_j}\,V_{ij}.
$$

When $p(e_i)=1$ and $p(e_j)=0$, this is $V_{ij}/(e_i-e_j)$, the familiar first-order coupling between an occupied and an empty level. When $p$ takes the same value at the two energies, the coupling vanishes. The theorem is named after the sum-over-states expressions in which such elements are added up over pairs of levels; it gives one element and contains no sum itself. Only the pair in question must have different energies; degeneracies elsewhere in the spectrum are allowed. For equal energies, including $i=j$, the commutator identity reads $0=0$ and does not determine the entry, although the block formula still does.

## First-order change of a trace

Let $W$ be a matrix that commutes with $H$. The theorem `hasDerivAt_trace` states that

$$
\left.\frac{d}{ds}\operatorname{tr}\bigl(W\,p(H+sV)\bigr)\right|_{s=0}
= \operatorname{tr}\bigl(W\,p'(H)\,V\bigr).
$$

$V$ need not commute with either matrix, and $W$, which stands for an observable, is held fixed as $s$ varies.

The proof is again an induction on the polynomial. For a constant, both sides are zero, and sums are handled by linearity. For $p=qX$, the Leibniz rule and $D_X=V$ give

$$
\operatorname{tr}(WD_{qX})
= \operatorname{tr}(Wq(H)V)+\operatorname{tr}(WD_qH).
$$

Cyclicity turns the last term into $\operatorname{tr}(HWD_q)$. Because $W$ commutes with $H$, so does $HW$, and the induction hypothesis can be applied with $HW$ as the observable:

$$
\operatorname{tr}(HWD_q)=\operatorname{tr}(HWq'(H)V)
=\operatorname{tr}(Wq'(H)HV).
$$

The two terms add to $\operatorname{tr}\bigl(W\,[q(H)+q'(H)H]\,V\bigr)$, and the bracket is $(qX)'(H)$.

This change of observable is why the intermediate claim `main` quantifies over every commuting `W` before the induction begins. Within it, `h2` is the cyclic step and `hd` moves $H$ past $W$ and $q'(H)$. The final lines expand the trace as a finite double sum and differentiate each term with `hasDerivAt_response`, so the theorem asserts differentiability of the trace as well as the value.

With $W$ the identity and the polynomial $xp(x)$, the formula gives the derivative at $s=0$ of the band energy $\operatorname{tr}\bigl((H+sV)\,p(H+sV)\bigr)$ for non-interacting electrons and a fixed polynomial:

$$
\operatorname{tr}(p(H)V)+\operatorname{tr}(Hp'(H)V).
$$

The first term is the Hellmann–Feynman expression, the expectation value of the perturbation in the unperturbed density matrix. The second vanishes when $p'(H)=0$, which for Hermitian $H$ means that $p$ is flat at every level energy.

## Second order from three blocks

The same argument gives the second derivative when the matrix has three block rows:

$$
p\begin{pmatrix} H&V&0\\0&H&V\\0&0&H\end{pmatrix}
=
\begin{pmatrix} p(H)&D_p&S_p\\0&p(H)&D_p\\0&0&p(H)\end{pmatrix},
\qquad
S_p=\frac12\left.\frac{d^2}{ds^2}p(H+sV)\right|_{s=0}.
$$

To see this, place the coefficients $A_0,A_1,A_2$ of $1,s,s^2$ in a matrix-valued polynomial $A(s)$ along the successive diagonals. Multiplying two such block matrices gives the corner $A_0B_2+A_1B_1+A_2B_0$, which is the $s^2$ coefficient of $A(s)B(s)$. Block multiplication thus keeps track of the expansion through second order, just as the two-block matrix does through first order. This extension is derived here by hand; the Lean theorems stop at the first derivative.
